# For $0<|g|<1$, exactly one eigenfunction $e^{tx^2}$ of a quadratic boson Hamiltonian is normalisable

Should an eigenfunction be normalisable by definition, or should that be a separate test? I want it separate. With $a=d/dx$, $a^*=x$ and
$$H=a^*a+\tfrac g2(a^2+a^{*2}),\qquad 0<|g|<1,$$
the coupled-cluster function $\psi=e^{tx^2}$ solves the eigenvalue equation for two amplitudes $t$, but only one should have finite Fock norm. Can this be made rigorous and machine-checked?

## The Fock norm selects $|t|<1/2$

Yes. Since $\psi'=2tx\psi$ and $\psi''=(2t+4t^2x^2)\psi$,
$$H\psi=(gt+Rx^2)\psi,\qquad R=\tfrac g2+2t+2gt^2.$$
Set this equal to $E\psi$, with $E$ the eigenvalue, and cancel $\psi$: $x=0$ gives $E=gt$, then $x=1$ gives $R=0$. Conversely, these two conditions give $H\psi=E\psi$. With $s=\sqrt{1-g^2}$,
$$t_\pm=\frac{\pm s-1}{2g},\qquad E_\pm=\frac{\pm s-1}{2}.$$

In the Fock norm the monomials $x^m$ are orthogonal, with $\|x^m\|^2=m!$. Because $\psi=\sum_n t^nx^{2n}/n!$, the squared norm is $\sum_n|t|^{2n}w_n$ with $w_n=(2n)!/(n!)^2$. The ratio $w_{n+1}/w_n=2(2n+1)/(n+1)$ lies between $4(n+1)/(n+2)$ and $4$, so
$$\frac{4^n}{n+1}\le w_n\le4^n.$$
Geometric comparison gives convergence for $|t|<1/2$, harmonic comparison divergence otherwise.

From $s^2-(1-|g|)^2=2|g|(1-|g|)>0$ we get $1-s<|g|$, so $|t_+|<1/2$. From $1+s>|g|$, $|t_-|>1/2$.

In Lean 4 with Mathlib:

```lean
import Mathlib

open scoped Nat

namespace BargmannClusterModel

noncomputable section

/-- Annihilation operator in Bargmann form, `a = d/dx`. -/
def lower (f : ℂ → ℂ) : ℂ → ℂ := deriv f

/-- Creation operator in Bargmann form, `a* = x`. -/
def raise (f : ℂ → ℂ) : ℂ → ℂ := fun x => x * f x

/-- The Hamiltonian `H = a* a + (g/2)(a² + a*²)` with real coupling `g`. -/
def ham (g : ℝ) (f : ℂ → ℂ) : ℂ → ℂ :=
  fun x => raise (lower f) x + (g : ℂ) / 2 * (lower (lower f) x + raise (raise f) x)

/-- The coupled-cluster trial function `exp(t x²)` with complex pair amplitude `t`. -/
def cluster (t : ℂ) : ℂ → ℂ := fun x => Complex.exp (t * x ^ 2)

/-- `f` is an entire, nonzero function with `H f = E f`. -/
def IsEigenfunction (g : ℝ) (f : ℂ → ℂ) (E : ℂ) : Prop :=
  Differentiable ℂ f ∧ f ≠ 0 ∧ ∀ x, ham g f x = E * f x

/-- The `m`-quantum contribution `|(a^m f)(0)|² / m!` to the squared Fock norm of `f`. -/
def fockTerm (f : ℂ → ℂ) (m : ℕ) : ℝ := ‖lower^[m] f 0‖ ^ 2 / (m ! : ℝ)

/-- `f` is entire and its Fock norm series converges. -/
def InFock (f : ℂ → ℂ) : Prop := Differentiable ℂ f ∧ Summable (fockTerm f)

/-- The weight `(2n)! / (n!)²`. -/
def pairWeight (n : ℕ) : ℝ := ((2 * n)! : ℝ) / (n ! : ℝ) ^ 2

/-- Left-hand side `g/2 + 2t + 2g t²` of the amplitude equation. -/
def ampResidual (g : ℝ) (t : ℂ) : ℂ := (g : ℂ) / 2 + 2 * t + 2 * g * t ^ 2

/-- The number `s = √(1 - g²)`. -/
def freq (g : ℝ) : ℝ := Real.sqrt (1 - g ^ 2)

/-- The amplitude `t₊ = (s - 1)/(2g)`. -/
def tPlus (g : ℝ) : ℝ := (freq g - 1) / (2 * g)

/-- The amplitude `t₋ = (-s - 1)/(2g)`. -/
def tMinus (g : ℝ) : ℝ := (-freq g - 1) / (2 * g)

/-- Canonical commutation relation `[a, a*] = 1` on entire functions. -/
theorem ccr (f : ℂ → ℂ) (hf : Differentiable ℂ f) (x : ℂ) :
    lower (raise f) x - raise (lower f) x = f x := by
  have h : HasDerivAt (fun y => y * f y) (1 * f x + x * deriv f x) x :=
    (hasDerivAt_id' x).fun_mul (hf x).hasDerivAt
  have h2 : lower (raise f) x = 1 * f x + x * deriv f x := h.deriv
  rw [h2]
  show 1 * f x + x * deriv f x - x * deriv f x = f x
  ring

/-- The derivative of `exp(t x²)` is `2 t x exp(t x²)`. -/
theorem hasDerivAt_cluster (t x : ℂ) :
    HasDerivAt (cluster t) (2 * t * x * cluster t x) x := by
  have h0 : HasDerivAt (fun y : ℂ => t * (y * y)) (t * (1 * x + x * 1)) x :=
    ((hasDerivAt_id' x).fun_mul (hasDerivAt_id' x)).const_mul t
  have h1 : HasDerivAt (fun y : ℂ => t * y ^ 2) (2 * t * x) x := by
    have e : (fun y : ℂ => t * y ^ 2) = fun y : ℂ => t * (y * y) := by
      funext y
      ring
    rw [e]
    exact h0.congr_deriv (by ring)
  have h2 : HasDerivAt (fun y : ℂ => Complex.exp (t * y ^ 2))
      (Complex.exp (t * x ^ 2) * (2 * t * x)) x := h1.cexp
  exact h2.congr_deriv (mul_comm _ _)

/-- For `ψ = exp(t x²)` the functions `a^m ψ` and `a^(m+1) ψ` are entire, and
`a^(m+2) ψ = 2 t x a^(m+1) ψ + 2 t (m+1) a^m ψ`. -/
theorem ladder_recursion (t : ℂ) (m : ℕ) :
    Differentiable ℂ (lower^[m] (cluster t)) ∧ Differentiable ℂ (lower^[m + 1] (cluster t)) ∧
      lower^[m + 2] (cluster t) = fun x => 2 * t * x * lower^[m + 1] (cluster t) x
        + 2 * t * ((m : ℂ) + 1) * lower^[m] (cluster t) x := by
  induction m with
  | zero =>
    have hd : Differentiable ℂ (cluster t) := fun x => (hasDerivAt_cluster t x).differentiableAt
    have h1 : lower (cluster t) = fun y => 2 * t * y * cluster t y :=
      funext fun x => (hasDerivAt_cluster t x).deriv
    have hD : ∀ x, HasDerivAt (fun y => 2 * t * y * cluster t y)
        (2 * t * 1 * cluster t x + 2 * t * x * (2 * t * x * cluster t x)) x :=
      fun x => ((hasDerivAt_id' x).const_mul (2 * t)).fun_mul (hasDerivAt_cluster t x)
    refine ⟨hd, ?_, ?_⟩
    · show Differentiable ℂ (lower (cluster t))
      rw [h1]
      exact fun x => (hD x).differentiableAt
    · funext x
      have h1x : lower (cluster t) x = 2 * t * x * cluster t x := congrFun h1 x
      show deriv (lower (cluster t)) x
        = 2 * t * x * lower (cluster t) x + 2 * t * (((0 : ℕ) : ℂ) + 1) * cluster t x
      rw [h1x, h1, (hD x).deriv]
      push_cast
      ring
  | succ m ih =>
    obtain ⟨h0, h1, h2⟩ := ih
    have s1 : lower^[m + 1] (cluster t) = deriv (lower^[m] (cluster t)) :=
      Function.iterate_succ_apply' lower m (cluster t)
    have s2 : lower^[m + 2] (cluster t) = deriv (lower^[m + 1] (cluster t)) :=
      Function.iterate_succ_apply' lower (m + 1) (cluster t)
    have s3 : lower^[m + 1 + 2] (cluster t) = deriv (lower^[m + 2] (cluster t)) :=
      Function.iterate_succ_apply' lower (m + 2) (cluster t)
    -- differentiate the recursion at level `m`
    have hD : ∀ x, HasDerivAt (lower^[m + 2] (cluster t))
        (2 * t * 1 * lower^[m + 1] (cluster t) x + 2 * t * x * lower^[m + 2] (cluster t) x
          + 2 * t * ((m : ℂ) + 1) * lower^[m + 1] (cluster t) x) x := by
      intro x
      have a0 : HasDerivAt (lower^[m] (cluster t)) (lower^[m + 1] (cluster t) x) x :=
        (h0 x).hasDerivAt.congr_deriv (congrFun s1 x).symm
      have a1 : HasDerivAt (lower^[m + 1] (cluster t)) (lower^[m + 2] (cluster t) x) x :=
        (h1 x).hasDerivAt.congr_deriv (congrFun s2 x).symm
      have a2 : HasDerivAt (fun y => 2 * t * y * lower^[m + 1] (cluster t) y
            + 2 * t * ((m : ℂ) + 1) * lower^[m] (cluster t) y)
          (2 * t * 1 * lower^[m + 1] (cluster t) x + 2 * t * x * lower^[m + 2] (cluster t) x
            + 2 * t * ((m : ℂ) + 1) * lower^[m + 1] (cluster t) x) x :=
        (((hasDerivAt_id' x).const_mul (2 * t)).fun_mul a1).fun_add
          (a0.const_mul (2 * t * ((m : ℂ) + 1)))
      exact a2.congr_of_eventuallyEq (Filter.Eventually.of_forall fun y => congrFun h2 y)
    refine ⟨h1, fun x => (hD x).differentiableAt, ?_⟩
    funext x
    have e : lower^[m + 1 + 2] (cluster t) x
        = 2 * t * 1 * lower^[m + 1] (cluster t) x + 2 * t * x * lower^[m + 2] (cluster t) x
          + 2 * t * ((m : ℂ) + 1) * lower^[m + 1] (cluster t) x :=
      (congrFun s3 x).trans (hD x).deriv
    show lower^[m + 1 + 2] (cluster t) x = 2 * t * x * lower^[m + 2] (cluster t) x
      + 2 * t * (((m + 1 : ℕ) : ℂ) + 1) * lower^[m + 1] (cluster t) x
    rw [e]
    push_cast
    ring

/-- Action of the Hamiltonian on the trial function:
`H exp(t x²) = (g t + (g/2 + 2t + 2g t²) x²) exp(t x²)`. -/
theorem ham_cluster (g : ℝ) (t x : ℂ) :
    ham g (cluster t) x = (g * t + ampResidual g t * x ^ 2) * cluster t x := by
  have h1 : lower (cluster t) x = 2 * t * x * cluster t x := (hasDerivAt_cluster t x).deriv
  have h2 : lower (lower (cluster t)) x
      = 2 * t * x * lower (cluster t) x + 2 * t * (((0 : ℕ) : ℂ) + 1) * cluster t x :=
    congrFun (ladder_recursion t 0).2.2 x
  show x * lower (cluster t) x
    + (g : ℂ) / 2 * (lower (lower (cluster t)) x + x * (x * cluster t x)) = _
  rw [h2, h1]
  unfold ampResidual
  push_cast
  ring

/-- `exp(t x²)` is an eigenfunction of `H` with eigenvalue `E` exactly when
`g/2 + 2t + 2g t² = 0` and `E = g t`. -/
theorem eigenfunction_iff (g : ℝ) (t E : ℂ) :
    IsEigenfunction g (cluster t) E ↔ ampResidual g t = 0 ∧ E = g * t := by
  have hne : ∀ x, cluster t x ≠ 0 := fun x => Complex.exp_ne_zero _
  constructor
  · rintro ⟨-, -, h⟩
    -- cancel the nowhere vanishing exponential and compare at x = 0 and x = 1
    have hc : ∀ x : ℂ, g * t + ampResidual g t * x ^ 2 = E := fun x =>
      mul_right_cancel₀ (hne x) ((ham_cluster g t x).symm.trans (h x))
    have h0 := hc 0
    have h1 := hc 1
    constructor
    · linear_combination h1 - h0
    · linear_combination -h0
  · rintro ⟨hr, hE⟩
    refine ⟨fun x => (hasDerivAt_cluster t x).differentiableAt,
      fun h => hne 0 (congrFun h 0), fun x => ?_⟩
    rw [ham_cluster, hr, hE]
    ring

/-- The Fock norm terms of `exp(t x²)` are `|t|^(2n) (2n)!/(n!)²` for `2n` quanta and zero
for `2n + 1` quanta. -/
theorem fockTerm_cluster (t : ℂ) (n : ℕ) :
    fockTerm (cluster t) (2 * n) = ‖t‖ ^ (2 * n) * pairWeight n ∧
      fockTerm (cluster t) (2 * n + 1) = 0 := by
  -- the ladder recursion at x = 0
  have hrec : ∀ m : ℕ, lower^[m + 2] (cluster t) 0
      = 2 * t * ((m : ℂ) + 1) * lower^[m] (cluster t) 0 := by
    intro m
    have h : lower^[m + 2] (cluster t) 0 = 2 * t * 0 * lower^[m + 1] (cluster t) 0
        + 2 * t * ((m : ℂ) + 1) * lower^[m] (cluster t) 0 :=
      congrFun (ladder_recursion t m).2.2 0
    rw [h]
    ring
  have amp : ∀ k : ℕ, lower^[2 * k] (cluster t) 0 = t ^ k * ((2 * k)! : ℂ) / (k ! : ℂ) ∧
      lower^[2 * k + 1] (cluster t) 0 = 0 := by
    intro k
    induction k with
    | zero =>
      constructor
      · simp [cluster]
      · show deriv (cluster t) 0 = 0
        rw [(hasDerivAt_cluster t 0).deriv]
        ring
    | succ k ih =>
      have e1 : 2 * (k + 1) = 2 * k + 2 := by ring
      have e2 : 2 * (k + 1) + 1 = 2 * k + 1 + 2 := by ring
      have f1 : (2 * k + 2)! = (2 * k + 2) * ((2 * k + 1) * (2 * k)!) := by
        rw [← Nat.factorial_succ (2 * k)]
        exact Nat.factorial_succ (2 * k + 1)
      have hk : (k ! : ℂ) ≠ 0 := Nat.cast_ne_zero.mpr (Nat.factorial_ne_zero k)
      have hk1 : (k : ℂ) + 1 ≠ 0 := Nat.cast_add_one_ne_zero k
      constructor
      · rw [e1, hrec, ih.1, f1, Nat.factorial_succ k]
        push_cast
        field_simp
        all_goals ring
      · rw [e2, hrec, ih.2, mul_zero]
  have key : ∀ p A B : ℝ, A ≠ 0 → B ≠ 0 → (p * A / B) ^ 2 / A = p ^ 2 * (A / B ^ 2) := by
    intro p A B hA hB
    field_simp
  have hA : ((2 * n)! : ℝ) ≠ 0 := Nat.cast_ne_zero.mpr (Nat.factorial_ne_zero _)
  have hB : (n ! : ℝ) ≠ 0 := Nat.cast_ne_zero.mpr (Nat.factorial_ne_zero _)
  constructor
  · unfold fockTerm pairWeight
    rw [(amp n).1]
    simp only [norm_div, norm_mul, norm_pow, Complex.norm_natCast]
    rw [key _ _ _ hA hB, ← pow_mul, mul_comm n 2]
  · unfold fockTerm
    rw [(amp n).2]
    simp

/-- For `r ≥ 0` the series `∑ r^(2n) (2n)!/(n!)²` converges exactly when `r < 1/2`. -/
theorem summable_pairSeries_iff (r : ℝ) (hr : 0 ≤ r) :
    Summable (fun n : ℕ => r ^ (2 * n) * pairWeight n) ↔ r < 1 / 2 := by
  have hstep : ∀ n : ℕ,
      pairWeight (n + 1) * ((n : ℝ) + 1) = 2 * (2 * (n : ℝ) + 1) * pairWeight n := by
    intro n
    have e1 : 2 * (n + 1) = 2 * n + 2 := by ring
    have f1 : (2 * n + 2)! = (2 * n + 2) * ((2 * n + 1) * (2 * n)!) := by
      rw [← Nat.factorial_succ (2 * n)]
      exact Nat.factorial_succ (2 * n + 1)
    have hn : (n ! : ℝ) ≠ 0 := Nat.cast_ne_zero.mpr (Nat.factorial_ne_zero n)
    have hn1 : (n : ℝ) + 1 ≠ 0 := Nat.cast_add_one_ne_zero n
    unfold pairWeight
    rw [e1, f1, Nat.factorial_succ n]
    push_cast
    field_simp
  have hpos : ∀ n, 0 ≤ pairWeight n := by
    intro n
    unfold pairWeight
    positivity
  -- upper bound 4^n
  have hup : ∀ n : ℕ, pairWeight n ≤ 4 ^ n := by
    intro n
    induction n with
    | zero => simp [pairWeight]
    | succ n ih =>
      have hn : 0 < (n : ℝ) + 1 := by positivity
      refine le_of_mul_le_mul_right ?_ hn
      rw [hstep n, pow_succ]
      have a := mul_le_mul_of_nonneg_left ih (show 0 ≤ 2 * (2 * (n : ℝ) + 1) by positivity)
      have b : 0 ≤ (4 : ℝ) ^ n := by positivity
      nlinarith [a, b]
  -- lower bound 4^n / (n + 1)
  have hlow : ∀ n : ℕ, (4 : ℝ) ^ n ≤ ((n : ℝ) + 1) * pairWeight n := by
    intro n
    induction n with
    | zero => simp [pairWeight]
    | succ n ih =>
      have hn : 0 < (n : ℝ) + 1 := by positivity
      push_cast
      refine le_of_mul_le_mul_right ?_ hn
      have e : ((n : ℝ) + 1 + 1) * pairWeight (n + 1) * ((n : ℝ) + 1)
          = ((n : ℝ) + 2) * (2 * (2 * (n : ℝ) + 1) * pairWeight n) := by
        rw [← hstep n]
        ring
      rw [e, pow_succ]
      have a := mul_le_mul_of_nonneg_left ih (show 0 ≤ 4 * ((n : ℝ) + 1) by positivity)
      have b : 0 ≤ (n : ℝ) * pairWeight n := mul_nonneg (Nat.cast_nonneg n) (hpos n)
      nlinarith [a, b]
  constructor
  · intro hs
    by_contra hlt
    have hge : 1 / 2 ≤ r := not_lt.mp hlt
    have hq : 1 ≤ r ^ 2 * 4 := by nlinarith
    -- comparison with the harmonic series
    have hcmp : ∀ n : ℕ, 1 / ((n : ℝ) + 1) ≤ r ^ (2 * n) * pairWeight n := by
      intro n
      have hn : 0 < (n : ℝ) + 1 := by positivity
      rw [div_le_iff₀ hn]
      have p : 1 ≤ r ^ (2 * n) * 4 ^ n := by
        rw [pow_mul, ← mul_pow]
        exact one_le_pow₀ hq
      calc (1 : ℝ) ≤ r ^ (2 * n) * 4 ^ n := p
        _ ≤ r ^ (2 * n) * (((n : ℝ) + 1) * pairWeight n) :=
          mul_le_mul_of_nonneg_left (hlow n) (pow_nonneg hr _)
        _ = r ^ (2 * n) * pairWeight n * ((n : ℝ) + 1) := by ring
    have hh : Summable (fun n : ℕ => 1 / ((n : ℝ) + 1)) :=
      Summable.of_nonneg_of_le (fun n => by positivity) hcmp hs
    have hh' : Summable (fun n : ℕ => 1 / ((n + 1 : ℕ) : ℝ)) := hh.congr fun n => by simp
    refine Real.not_summable_one_div_natCast ((summable_nat_add_iff 1).mp ?_)
    exact hh'
  · intro hlt
    have hq : r ^ 2 * 4 < 1 := by nlinarith
    have hq0 : 0 ≤ r ^ 2 * 4 := by positivity
    -- comparison with the geometric series
    refine Summable.of_nonneg_of_le (fun n => mul_nonneg (pow_nonneg hr _) (hpos n))
      (fun n => ?_) (summable_geometric_of_lt_one hq0 hq)
    calc r ^ (2 * n) * pairWeight n ≤ r ^ (2 * n) * 4 ^ n :=
          mul_le_mul_of_nonneg_left (hup n) (pow_nonneg hr _)
      _ = (r ^ 2 * 4) ^ n := by rw [mul_pow, ← pow_mul]

/-- `exp(t x²)` has finite Fock norm exactly when `|t| < 1/2`. -/
theorem inFock_cluster_iff (t : ℂ) : InFock (cluster t) ↔ ‖t‖ < 1 / 2 := by
  rw [← summable_pairSeries_iff ‖t‖ (norm_nonneg t)]
  constructor
  · rintro ⟨-, hs⟩
    have hinj : Function.Injective (fun n : ℕ => 2 * n) := fun a b h => by
      have h' : 2 * a = 2 * b := h
      omega
    exact (hs.comp_injective hinj).congr fun n => (fockTerm_cluster t n).1
  · intro hs
    refine ⟨fun x => (hasDerivAt_cluster t x).differentiableAt, ?_⟩
    have he : Summable fun n : ℕ => fockTerm (cluster t) (2 * n) :=
      hs.congr fun n => (fockTerm_cluster t n).1.symm
    have ho : Summable fun n : ℕ => fockTerm (cluster t) (2 * n + 1) :=
      summable_zero.congr fun n => (fockTerm_cluster t n).2.symm
    exact ⟨_, HasSum.even_add_odd he.hasSum ho.hasSum⟩

/-- For `g ≠ 0` and `|g| ≤ 1`: `g t₊ = (s - 1)/2`, `g t₋ = (-s - 1)/2`, `t₊ t₋ = 1/4`, and the
complex solutions of the amplitude equation are exactly `t₊` and `t₋`. -/
theorem amplitude_roots (g : ℝ) (hg0 : g ≠ 0) (hg1 : |g| ≤ 1) :
    g * tPlus g = (freq g - 1) / 2 ∧ g * tMinus g = (-freq g - 1) / 2 ∧
      tPlus g * tMinus g = 1 / 4 ∧
      ∀ t : ℂ, ampResidual g t = 0 ↔ t = (tPlus g : ℂ) ∨ t = (tMinus g : ℂ) := by
  have hg2 : 0 ≤ 1 - g ^ 2 := by
    have h := abs_le.mp hg1
    nlinarith [h.1, h.2]
  have hs : freq g ^ 2 = 1 - g ^ 2 := Real.sq_sqrt hg2
  have hp : g * tPlus g = (freq g - 1) / 2 := by
    unfold tPlus
    field_simp
  have hm : g * tMinus g = (-freq g - 1) / 2 := by
    unfold tMinus
    field_simp
  -- sum and product of the roots
  have hsum : g * (tPlus g + tMinus g) = -1 := by linear_combination hp + hm
  have hprod : tPlus g * tMinus g * 4 = 1 := by
    apply mul_left_cancel₀ (pow_ne_zero 2 hg0)
    linear_combination (4 * g * tMinus g) * hp + (2 * (freq g - 1)) * hm - hs
  have hsumC : (g : ℂ) * ((tPlus g : ℂ) + (tMinus g : ℂ)) = -1 := by exact_mod_cast hsum
  have hprodC : (tPlus g : ℂ) * (tMinus g : ℂ) * 4 = 1 := by exact_mod_cast hprod
  have hgC : 2 * (g : ℂ) ≠ 0 := mul_ne_zero two_ne_zero (Complex.ofReal_ne_zero.mpr hg0)
  refine ⟨hp, hm, by linarith, fun t => ?_⟩
  have fact : ampResidual g t = 2 * (g : ℂ) * (t - tPlus g) * (t - tMinus g) := by
    unfold ampResidual
    linear_combination (2 * t) * hsumC - ((g : ℂ) / 2) * hprodC
  rw [fact]
  constructor
  · intro h
    rcases mul_eq_zero.mp h with h | h
    · rcases mul_eq_zero.mp h with h | h
      · exact absurd h hgC
      · exact Or.inl (sub_eq_zero.mp h)
    · exact Or.inr (sub_eq_zero.mp h)
  · rintro (h | h) <;> rw [h] <;> ring

/-- For `0 < |g| < 1` the two amplitudes satisfy `|t₊| < 1/2 < |t₋|`. -/
theorem root_sizes (g : ℝ) (hg0 : 0 < |g|) (hg1 : |g| < 1) :
    |tPlus g| < 1 / 2 ∧ 1 / 2 < |tMinus g| := by
  have h1a : 0 < 1 - |g| := by linarith
  have hg2 : 0 ≤ 1 - g ^ 2 := by
    have h := abs_lt.mp hg1
    nlinarith [h.1, h.2]
  have hs : freq g ^ 2 = 1 - g ^ 2 := Real.sq_sqrt hg2
  have hs0 : 0 ≤ freq g := Real.sqrt_nonneg _
  have hs1 : freq g ≤ 1 := by nlinarith [sq_nonneg g]
  have hs2 : 1 - |g| < freq g := by
    by_contra h
    have h' : 0 ≤ 1 - |g| - freq g := sub_nonneg.mpr (not_lt.mp h)
    nlinarith [mul_nonneg h' hs0, mul_nonneg h' h1a.le, mul_pos hg0 h1a, sq_abs g]
  have h2a : 0 < 2 * |g| := by linarith
  constructor
  · unfold tPlus
    rw [abs_div, abs_mul, abs_two, div_lt_iff₀ h2a]
    exact abs_lt.mpr ⟨by linarith, by linarith⟩
  · unfold tMinus
    rw [abs_div, abs_mul, abs_two, lt_div_iff₀ h2a]
    have h := neg_le_abs (-freq g - 1)
    linarith

/-- For `0 < |g| < 1`, `exp(t₋ x²)` is an eigenfunction with `E = (-√(1 - g²) - 1)/2` whose Fock
norm diverges, and `exp(t x²)` is an eigenfunction with eigenvalue `E` and finite Fock norm
exactly when `t = t₊` and `E = (√(1 - g²) - 1)/2`. -/
theorem unique_normalisable_root (g : ℝ) (hg0 : 0 < |g|) (hg1 : |g| < 1) :
    (IsEigenfunction g (cluster (tMinus g : ℂ)) (((-freq g - 1) / 2 : ℝ) : ℂ) ∧
        ¬ InFock (cluster (tMinus g : ℂ))) ∧
      ∀ t E : ℂ, (IsEigenfunction g (cluster t) E ∧ InFock (cluster t)) ↔
        (t = (tPlus g : ℂ) ∧ E = (((freq g - 1) / 2 : ℝ) : ℂ)) := by
  obtain ⟨hp, hm, -, hroots⟩ := amplitude_roots g (abs_pos.mp hg0) hg1.le
  obtain ⟨sp, sm⟩ := root_sizes g hg0 hg1
  have hpC : (((freq g - 1) / 2 : ℝ) : ℂ) = (g : ℂ) * (tPlus g : ℂ) := by
    rw [← hp, Complex.ofReal_mul]
  have hmC : (((-freq g - 1) / 2 : ℝ) : ℂ) = (g : ℂ) * (tMinus g : ℂ) := by
    rw [← hm, Complex.ofReal_mul]
  have np : ‖(tPlus g : ℂ)‖ < 1 / 2 := by
    rw [Complex.norm_real, Real.norm_eq_abs]
    exact sp
  have nm : ¬ ‖(tMinus g : ℂ)‖ < 1 / 2 := by
    rw [Complex.norm_real, Real.norm_eq_abs]
    exact not_lt.mpr sm.le
  refine ⟨⟨(eigenfunction_iff g _ _).mpr ⟨(hroots _).mpr (Or.inr rfl), hmC⟩,
    fun h => nm ((inFock_cluster_iff _).mp h)⟩, fun t E => ?_⟩
  rw [eigenfunction_iff, inFock_cluster_iff, hroots]
  constructor
  · rintro ⟨⟨h | h, hE⟩, hn⟩
    · exact ⟨h, by rw [hE, h, hpC]⟩
    · rw [h] at hn
      exact absurd hn nm
  · rintro ⟨h, hE⟩
    exact ⟨⟨Or.inl h, by rw [hE, h, hpC]⟩, by rw [h]; exact np⟩

/-- For `|g| ≥ 1`, every eigenfunction of the form `exp(t x²)` has `|t| = 1/2` and its Fock
norm diverges. -/
theorem no_normalisable_root (g : ℝ) (hg : 1 ≤ |g|) (t E : ℂ)
    (h : IsEigenfunction g (cluster t) E) : ‖t‖ = 1 / 2 ∧ ¬ InFock (cluster t) := by
  have hr := ((eigenfunction_iff g t E).mp h).1
  have h4 : (g : ℂ) + 4 * t + 4 * g * (t * t) = 0 := by
    unfold ampResidual at hr
    linear_combination 2 * hr
  -- real and imaginary parts of the amplitude equation
  have hre : g + 4 * t.re + 4 * g * (t.re ^ 2 - t.im ^ 2) = 0 := by
    have h5 := congrArg Complex.re h4
    simp only [Complex.add_re, Complex.mul_re, Complex.mul_im, Complex.ofReal_re,
      Complex.ofReal_im, Complex.re_ofNat, Complex.im_ofNat, Complex.zero_re] at h5
    linear_combination h5
  have him : t.im * (2 * g * t.re + 1) = 0 := by
    have h5 := congrArg Complex.im h4
    simp only [Complex.add_im, Complex.mul_re, Complex.mul_im, Complex.ofReal_re,
      Complex.ofReal_im, Complex.re_ofNat, Complex.im_ofNat, Complex.zero_im] at h5
    linear_combination (1 / 4) * h5
  have hg2 : 1 ≤ g ^ 2 := by nlinarith [sq_abs g, hg]
  have hg0 : g ≠ 0 := by
    intro h0
    rw [h0] at hg2
    norm_num at hg2
  have hx : 2 * g * t.re + 1 = 0 := by
    rcases mul_eq_zero.mp him with hy | hx
    · have hsq : (2 * g * t.re + 1) ^ 2 = 1 - g ^ 2 := by
        linear_combination g * hre + (4 * g ^ 2 * t.im) * hy
      have hz : (2 * g * t.re + 1) ^ 2 = 0 := le_antisymm (by linarith) (sq_nonneg _)
      exact (pow_eq_zero_iff two_ne_zero).mp hz
    · exact hx
  have hn : t.re ^ 2 + t.im ^ 2 = 1 / 4 := by
    apply mul_left_cancel₀ hg0
    linear_combination (-1 / 4) * hre + t.re * hx
  have hnorm : ‖t‖ ^ 2 = (1 / 2 : ℝ) ^ 2 := by
    rw [Complex.sq_norm, Complex.normSq_apply]
    linear_combination hn
  have hhalf : (0 : ℝ) ≤ 1 / 2 := by norm_num
  have ht : ‖t‖ = 1 / 2 := (sq_eq_sq₀ (norm_nonneg t) hhalf).mp hnorm
  refine ⟨ht, fun hF => ?_⟩
  have hlt := (inFock_cluster_iff t).mp hF
  linarith

end

end BargmannClusterModel
```

```lean
#print axioms BargmannClusterModel.ccr
-- 'BargmannClusterModel.ccr' depends on axioms: [propext, Classical.choice, Quot.sound]
#print axioms BargmannClusterModel.unique_normalisable_root
-- 'BargmannClusterModel.unique_normalisable_root' depends on axioms: [propext, Classical.choice, Quot.sound]
#print axioms BargmannClusterModel.no_normalisable_root
-- 'BargmannClusterModel.no_normalisable_root' depends on axioms: [propext, Classical.choice, Quot.sound]
```

`IsEigenfunction` demands an entire, nonzero $f$ with $Hf=Ef$ pointwise; `InFock` is a separate condition: $f$ is entire and $\sum_m|(a^mf)(0)|^2/m!$ converges. The coupling is real, $t$ and $E$ are complex, and energies are in oscillator quanta. `unique_normalisable_root` concerns only functions $e^{tx^2}$; no Hilbert-space operator is built and no ground-state claim made.

`ham_cluster` and `eigenfunction_iff` follow the calculation above. `ladder_recursion` differentiates inductively; at $x=0$ it gives the norm terms in `fockTerm_cluster`. `summable_pairSeries_iff` proves the bounds and comparisons, `amplitude_roots` factorises $R$, and `root_sizes` locates the roots. `ccr` checks $[a,a^*]=1$.

For $|g|\ge1$, `no_normalisable_root` takes real and imaginary parts of $R=0$ to get $|t|=1/2$, hence divergence.

In this one-mode quadratic model, solving the coupled-cluster amplitude equation is therefore not enough to obtain a physical state.
